# At a coupled two-coordinate saddle, the unstable growth rate rises with solvent mobility from a frozen to an equilibrated limit

## A barrier crossed in a sluggish solvent

A solute crosses a barrier along a reaction coordinate $x$ while a solvent coordinate $y$ responds at its own pace. If the solvent is very slow, it stands still during the crossing. If it is very fast, it stays relaxed around the solute. How quickly does the system leave the barrier top between these extremes, and in which direction?

Close to the saddle the potential is, up to a constant, half the quadratic form of the Hessian
$$H=\begin{pmatrix}-a & c\\ c & b\end{pmatrix},\qquad a,b>0,\quad c\neq 0.$$
Here $a>0$ says that the potential falls along $x$ at fixed $y$, $b>0$ that the solvent feels a restoring force, and $c\neq0$ that the two coordinates are coupled. Friction is anisotropic: the mobility matrix is $M=\mathrm{diag}(1,d)$ with $d>0$, where the mobility of $x$ sets the unit. Without noise, overdamped motion obeys $\dot v=-MHv$ for the displacement $v=(v_0,v_1)$ from the saddle, with $v_0$ along $x$ and $v_1$ along $y$.

In the harmonic, high-barrier theory of overdamped escape, the rate constant at fixed potential and temperature is proportional to the positive eigenvalue of $-MH$. Within that theory, raising the solvent mobility therefore increases the predicted rate constant by a factor below $1+c^2/(ab)$. At a given barrier height the prediction can fail for a very slow solvent, whose distribution in the well need not stay at equilibrium during the escape.

## The statement, in symbols and in Lean

For each $d>0$, $-MH$ has exactly one positive eigenvalue,
$$\lambda(d)=\tfrac12\Big(a-db+\sqrt{(a-db)^2+4d(ab+c^2)}\Big),$$
and its eigenvectors are the nonzero vectors with $v_1=s(d)\,v_0$, where $s(d)=(a-\lambda(d))/c$. As $d$ grows, $\lambda$ increases strictly from the limit $a$ to the limit $a+c^2/b$, while $s$ goes from $0$ to $-c/b$.

In the file, `hessian`, `mobility` and `drift` are $H$, $M$ and $-MH$, and `rate` and `slope` are $\lambda$ and $s$. Note that `rate` is the growth rate of a small displacement, not a reaction rate constant. The theorem `frozen_to_equilibrated` joins seven statements:

- A real number `l` is positive and has a nonzero real eigenvector exactly when `l = rate a b c d`.
- The solutions of the eigenvalue equation at `rate` form the line of slope `slope`.
- `StrictMonoOn (rate a b c) (Set.Ioi 0)` is strict increase over $d>0$.
- Four `Tendsto` statements give the limits of rate and slope, with `𝓝[>] 0` for $d\to0^+$ and `atTop` for $d\to\infty$.

A separate theorem, `abs_slope_strictMonoOn`, says that $|s|$ increases strictly.

The model has one solvent coordinate, a constant diagonal mobility, and neither inertia nor memory. The linearised drift is taken as the starting point; the theorems concern this matrix and not the stochastic trajectories.

## One relation for the growth rate

In components, the eigenvalue equation for a number $l$ reads
$$a v_0-c v_1=l v_0,\qquad -dc\,v_0-db\,v_1=l v_1.$$
Let $l>0$. If $v_0=0$, the second equation gives $(l+db)v_1=0$, hence $v=0$. So an eigenvector has $v_0\ne0$. Multiplying the first equation by $l+db$ and inserting $(l+db)v_1=-dc\,v_0$ gives $(l-a)(l+db)=dc^2$, or
$$l(l-a)=d(ab+c^2-bl).\tag{1}$$

The closed form $\lambda$ solves this quadratic. It is positive because the square root exceeds $|a-db|$. If $l$ is another positive root, subtracting the two relations gives
$$(l-\lambda)(l+\lambda+db-a)=0.$$
By (1), $\lambda(\lambda+db-a)=d(ab+c^2)>0$, so the second factor is positive and $l=\lambda$. Conversely, $(\lambda+db,\,-dc)$ is an eigenvector.

**Bounds.** If $\lambda\le a$, the left side of (1) is at most zero, while the right side is at least $dc^2>0$. Hence $\lambda>a$. Now the left side is positive, so $b\lambda<ab+c^2$, that is, $\lambda<L$ with $L=a+c^2/b$.

**Monotonicity.** Let $d_1<d_2$, with growth rates $\lambda_1,\lambda_2$, and suppose $\lambda_2\le\lambda_1$. Since both exceed $a$, $\lambda_2(\lambda_2-a)\le\lambda_1(\lambda_1-a)$. But
$$d_2(ab+c^2-b\lambda_2)\ge d_2(ab+c^2-b\lambda_1)>d_1(ab+c^2-b\lambda_1),$$
which by (1) says $\lambda_2(\lambda_2-a)>\lambda_1(\lambda_1-a)$, a contradiction.

**Limits.** The closed form is continuous in $d$ and equals $a$ at $d=0$. For large $d$, write (1) as $\lambda(\lambda-a)=db(L-\lambda)$. Then
$$0<L-\lambda=\frac{\lambda(\lambda-a)}{db}\le\frac{L(L-a)}{bd}\to0.$$

**Direction.** The first component equation gives $c v_1=(a-\lambda)v_0$, hence the slope $s$. A unit vector along this direction is $(1,s)/\sqrt{1+s^2}$. The limits of $s$ follow from those of $\lambda$, and $|s|=(\lambda-a)/|c|$ increases with $\lambda$.

## The curvature left by a relaxed solvent

Completing the square gives
$$-ax^2+2cxy+by^2=-\Big(a+\frac{c^2}{b}\Big)x^2+b\Big(y+\frac cb x\Big)^2.$$
At fixed $x$ the solvent minimises the energy at $y=-(c/b)x$, and the curvature left along $x$ is $-(a+c^2/b)$. Since $x$ has unit mobility, the large-$d$ limits are thus the growth rate and direction of the motion in which the solvent is always relaxed.

## Numbers for one saddle

Take $a=1$, $b=2$, $c=2$, so that $L=3$ and $-c/b=-1$. Relation (1) becomes $\lambda(\lambda-1)=d(6-2\lambda)$.

| $d$ | $\lambda$ | $s$ |
|---|---|---|
| $1/4$ | $3/2$ | $-1/4$ |
| $1$ | $2$ | $-1/2$ |
| $15/4$ | $5/2$ | $-3/4$ |

At $d=1$ the drift matrix is $\begin{pmatrix}1&-2\\-2&-2\end{pmatrix}$. It sends $(2,-1)$ to $(4,-2)$, and the unit eigenvector is $(2,-1)/\sqrt5$.

## Without coupling, the growth rate stays constant

Set $a=b=1$ and $c=0$. The drift matrix is $\mathrm{diag}(1,-d)$, whose positive eigenvalue is $1$ for every $d>0$. Strict increase therefore fails at $c=0$. Uniqueness of the positive eigenvalue survives, and `pos_eigenvalue_iff` accordingly makes no assumption on `c`.

## The Lean file

```lean
import Mathlib

open Filter Topology Matrix

namespace AnisotropicFriction

noncomputable section

/-- Hessian of the potential at the saddle, in the order reaction coordinate, solvent coordinate. -/
def hessian (a b c : ℝ) : Matrix (Fin 2) (Fin 2) ℝ := !![-a, c; c, b]

/-- Diagonal mobility matrix: the reaction coordinate has mobility `1`, the solvent `d`. -/
def mobility (d : ℝ) : Matrix (Fin 2) (Fin 2) ℝ := !![1, 0; 0, d]

/-- Drift matrix of the linearised overdamped motion, minus mobility times Hessian. -/
def drift (a b c d : ℝ) : Matrix (Fin 2) (Fin 2) ℝ := -(mobility d * hessian a b c)

/-- Closed form for the larger root of the characteristic polynomial of the drift matrix, when its
roots are real. -/
def rate (a b c d : ℝ) : ℝ :=
  (a - d * b + √((a - d * b) ^ 2 + 4 * d * (a * b + c ^ 2))) / 2

/-- Solvent displacement per unit of reaction coordinate along the unstable direction, for positive
`a`, `b`, `d` and coupling `c ≠ 0`. -/
def slope (a b c d : ℝ) : ℝ := (a - rate a b c d) / c

/-- The eigenvalue equation of the drift matrix, written in components. -/
theorem drift_mulVec_iff (a b c d l : ℝ) (v : Fin 2 → ℝ) :
    drift a b c d *ᵥ v = l • v ↔
      a * v 0 - c * v 1 = l * v 0 ∧ -(d * c) * v 0 - d * b * v 1 = l * v 1 := by
  have hM : drift a b c d = !![a, -c; -(d * c), -(d * b)] := by
    ext i j
    fin_cases i <;> fin_cases j <;>
      simp [drift, mobility, hessian]
  have key : drift a b c d *ᵥ v =
      ![a * v 0 - c * v 1, -(d * c) * v 0 - d * b * v 1] := by
    rw [hM]
    ext i
    fin_cases i <;> simp [Matrix.mulVec, dotProduct, Fin.sum_univ_two] <;> ring
  rw [key]
  constructor
  · intro e
    exact ⟨congrFun e 0, congrFun e 1⟩
  · rintro ⟨h0, h1⟩
    ext i
    fin_cases i
    · exact h0
    · exact h1

/-- For positive `a`, `b`, `d` the closed-form rate is positive and solves the characteristic
equation of the drift matrix. -/
theorem rate_spec {a b d : ℝ} (c : ℝ) (ha : 0 < a) (hb : 0 < b) (hd : 0 < d) :
    0 < rate a b c d ∧
      rate a b c d * (rate a b c d - a) = d * (a * b + c ^ 2 - b * rate a b c d) := by
  have hK : 0 < 4 * d * (a * b + c ^ 2) := by positivity
  have hS := Real.sq_sqrt
    (show 0 ≤ (a - d * b) ^ 2 + 4 * d * (a * b + c ^ 2) by positivity)
  have hlt : d * b - a < √((a - d * b) ^ 2 + 4 * d * (a * b + c ^ 2)) :=
    Real.lt_sqrt_of_sq_lt (by linarith [show (d * b - a) ^ 2 = (a - d * b) ^ 2 by ring])
  unfold rate
  constructor
  · linarith
  · linear_combination hS / 4

/-- For positive `a`, `b`, `d` the drift matrix has exactly one positive eigenvalue,
the closed-form rate. -/
theorem pos_eigenvalue_iff {a b d : ℝ} (c : ℝ) (ha : 0 < a) (hb : 0 < b) (hd : 0 < d)
    (l : ℝ) :
    (0 < l ∧ ∃ v : Fin 2 → ℝ, v ≠ 0 ∧ drift a b c d *ᵥ v = l • v) ↔ l = rate a b c d := by
  obtain ⟨hr, e⟩ := rate_spec c ha hb hd
  constructor
  · rintro ⟨hl, v, hv, h⟩
    obtain ⟨e0, e1⟩ := (drift_mulVec_iff a b c d l v).1 h
    have hne : l + d * b ≠ 0 := by positivity
    -- an eigenvector has a component along the reaction coordinate
    have hv0 : v 0 ≠ 0 := by
      intro h0
      have h2 : (l + d * b) * v 1 = 0 := by linear_combination -e1 - d * c * h0
      have h1 := (mul_eq_zero.1 h2).resolve_left hne
      apply hv
      ext i
      fin_cases i
      · exact h0
      · exact h1
    have hq : v 0 * (l * (l - a) - d * (a * b + c ^ 2 - b * l)) = 0 := by
      linear_combination -(l + d * b) * e0 + c * e1
    have hl' := (mul_eq_zero.1 hq).resolve_left hv0
    -- two positive roots of the quadratic coincide
    have hp : 0 < rate a b c d * (rate a b c d + d * b - a) := by
      have h3 : rate a b c d * (rate a b c d + d * b - a) = d * (a * b + c ^ 2) := by
        linear_combination e
      rw [h3]
      positivity
    have hp' := (mul_pos_iff_of_pos_left hr).1 hp
    have hf : (l - rate a b c d) * (l + (rate a b c d + d * b - a)) = 0 := by
      linear_combination hl' - e
    have h4 := (mul_eq_zero.1 hf).resolve_right (by linarith [add_pos hl hp'] |> ne_of_gt)
    linarith
  · intro h
    rw [← h] at hr e
    refine ⟨hr, ![l + d * b, -(d * c)], ?_, (drift_mulVec_iff a b c d l _).2 ⟨?_, ?_⟩⟩
    · intro h0
      have h1 : l + d * b = 0 := congrFun h0 0
      have h2 : 0 < l + d * b := by positivity
      linarith
    · show a * (l + d * b) - c * (-(d * c)) = l * (l + d * b)
      linear_combination -e
    · show -(d * c) * (l + d * b) - d * b * (-(d * c)) = l * (-(d * c))
      ring

/-- For positive `a`, `b`, `d` and nonzero coupling the rate lies strictly between `a` and
`a + c ^ 2 / b`. -/
theorem rate_bounds {a b c d : ℝ} (ha : 0 < a) (hb : 0 < b) (hc : c ≠ 0) (hd : 0 < d) :
    a < rate a b c d ∧ rate a b c d < a + c ^ 2 / b := by
  obtain ⟨hr, e⟩ := rate_spec c ha hb hd
  have hc2 : 0 < c ^ 2 := by positivity
  have hlow : a < rate a b c d := by
    by_contra hn
    have hle := sub_nonneg.2 (not_lt.1 hn)
    have h1 : 0 < d * (a * b + c ^ 2 - b * rate a b c d) :=
      mul_pos hd (by nlinarith [mul_nonneg hb.le hle])
    nlinarith [mul_nonneg hr.le hle]
  refine ⟨hlow, ?_⟩
  have h2 := mul_pos hr (sub_pos.2 hlow)
  rw [e] at h2
  have h3 := (mul_pos_iff_of_pos_left hd).1 h2
  have h4 : a + c ^ 2 / b = (a * b + c ^ 2) / b := by field_simp
  rw [h4, lt_div_iff₀ hb]
  linarith

/-- For positive `a`, `b` and nonzero coupling the rate increases strictly with the solvent
mobility `d > 0`. -/
theorem rate_strictMonoOn {a b c : ℝ} (ha : 0 < a) (hb : 0 < b) (hc : c ≠ 0) :
    StrictMonoOn (rate a b c) (Set.Ioi 0) := by
  intro d₁ h₁ d₂ h₂ h
  have h₁' : 0 < d₁ := h₁
  have h₂' : 0 < d₂ := h₂
  obtain ⟨r₁, e₁⟩ := rate_spec c ha hb h₁'
  obtain ⟨r₂, e₂⟩ := rate_spec c ha hb h₂'
  have l₁ := (rate_bounds ha hb hc h₁').1
  have p := mul_pos r₁ (sub_pos.2 l₁)
  rw [e₁] at p
  have q := (mul_pos_iff_of_pos_left h₁').1 p
  by_contra hn
  have hle := sub_nonneg.2 (not_lt.1 hn)
  -- a smaller rate at larger mobility contradicts the characteristic equation
  have s : 0 ≤ rate a b c d₁ + rate a b c d₂ - a := by linarith
  nlinarith [mul_nonneg hle s, mul_pos (sub_pos.2 h) q,
    mul_nonneg (mul_pos h₂' hb).le hle]

/-- For positive `a`, `b` and nonzero coupling the rate tends to `a` as the solvent mobility
tends to zero from above, and to `a + c ^ 2 / b` as it tends to infinity. -/
theorem rate_limits {a b c : ℝ} (ha : 0 < a) (hb : 0 < b) (hc : c ≠ 0) :
    Tendsto (rate a b c) (𝓝[>] 0) (𝓝 a) ∧
      Tendsto (rate a b c) atTop (𝓝 (a + c ^ 2 / b)) := by
  constructor
  · have hcont : Continuous (rate a b c) := by
      unfold rate
      fun_prop
    have h0 : rate a b c 0 = a := by
      have h1 : (a - 0 * b) ^ 2 + 4 * 0 * (a * b + c ^ 2) = a ^ 2 := by ring
      rw [rate, h1, Real.sqrt_sq ha.le]
      ring
    have h2 := hcont.tendsto 0
    rw [h0] at h2
    exact h2.mono_left nhdsWithin_le_nhds
  · obtain ⟨L, hL⟩ : ∃ L, L = a + c ^ 2 / b := ⟨_, rfl⟩
    have hLb : L * b = a * b + c ^ 2 := by
      rw [hL]
      field_simp
    rw [← hL]
    have hlim : Tendsto (fun d : ℝ => L - L * (L - a) / b / d) atTop (𝓝 L) := by
      have h := (tendsto_const_nhds (x := L)).sub
        ((tendsto_const_nhds (x := L * (L - a) / b)).div_atTop
          (tendsto_id : Tendsto (id : ℝ → ℝ) atTop atTop))
      rw [sub_zero] at h
      exact h
    -- the distance to the limit is at most of order 1 / d
    refine tendsto_of_tendsto_of_tendsto_of_le_of_le' hlim tendsto_const_nhds ?_ ?_
    · filter_upwards [eventually_gt_atTop (0 : ℝ)] with d hd
      obtain ⟨hr, e⟩ := rate_spec c ha hb hd
      obtain ⟨h1, h2⟩ := rate_bounds ha hb hc hd
      rw [← hL] at h2
      have h3 : L - rate a b c d ≤ L * (L - a) / b / d := by
        rw [le_div_iff₀ hd, le_div_iff₀ hb]
        have e' : rate a b c d * (rate a b c d - a) = (L - rate a b c d) * d * b := by
          linear_combination e - d * hLb
        have s : 0 ≤ L + rate a b c d - a := by linarith
        nlinarith [mul_nonneg (sub_nonneg.2 h2.le) s]
      linarith
    · filter_upwards [eventually_gt_atTop (0 : ℝ)] with d hd
      rw [hL]
      exact (rate_bounds ha hb hc hd).2.le

/-- For positive `a`, `b`, `d` and nonzero coupling, the solutions of the eigenvalue equation
at the positive eigenvalue form the line with the given slope. -/
theorem unstable_direction_iff {a b c d : ℝ} (ha : 0 < a) (hb : 0 < b) (hc : c ≠ 0)
    (hd : 0 < d) (v : Fin 2 → ℝ) :
    drift a b c d *ᵥ v = rate a b c d • v ↔ v 1 = slope a b c d * v 0 := by
  obtain ⟨-, e⟩ := rate_spec c ha hb hd
  have hs : c * slope a b c d = a - rate a b c d := by
    unfold slope
    field_simp
  rw [drift_mulVec_iff]
  constructor
  · rintro ⟨e0, -⟩
    apply mul_left_cancel₀ hc
    linear_combination -e0 - v 0 * hs
  · intro h
    refine ⟨by linear_combination -c * h - v 0 * hs, ?_⟩
    apply mul_left_cancel₀ hc
    linear_combination (-c * (d * b + rate a b c d)) * h
      - (d * b + rate a b c d) * v 0 * hs + v 0 * e

/-- For positive `a`, `b` and nonzero coupling the unstable direction tilts strictly further
from the reaction coordinate as the solvent mobility `d > 0` grows. -/
theorem abs_slope_strictMonoOn {a b c : ℝ} (ha : 0 < a) (hb : 0 < b) (hc : c ≠ 0) :
    StrictMonoOn (fun d => |slope a b c d|) (Set.Ioi 0) := by
  have habs : ∀ d : ℝ, 0 < d → |slope a b c d| = (rate a b c d - a) / |c| := by
    intro d hd
    have h := (rate_bounds ha hb hc hd).1
    rw [slope, abs_div, abs_of_neg (sub_neg.2 h), neg_sub]
  intro d₁ h₁ d₂ h₂ h
  show |slope a b c d₁| < |slope a b c d₂|
  rw [habs d₁ h₁, habs d₂ h₂]
  have hm := rate_strictMonoOn ha hb hc h₁ h₂ h
  exact div_lt_div_of_pos_right (by linarith) (abs_pos.2 hc)

/-- For `b ≠ 0` the quadratic form of the Hessian splits into `x ^ 2` with coefficient
`-(a + c ^ 2 / b)` and `b` times a square that vanishes at solvent position `-(c / b) * x`. -/
theorem hessian_complete_square {b : ℝ} (a c : ℝ) (hb : b ≠ 0) (x y : ℝ) :
    ![x, y] ⬝ᵥ hessian a b c *ᵥ ![x, y] =
      -(a + c ^ 2 / b) * x ^ 2 + b * (y + c / b * x) ^ 2 := by
  have h : ![x, y] ⬝ᵥ hessian a b c *ᵥ ![x, y] =
      -a * x ^ 2 + 2 * c * x * y + b * y ^ 2 := by
    simp [hessian, Matrix.mulVec, dotProduct, Fin.sum_univ_two]
    ring
  rw [h]
  field_simp
  ring

/-- At a saddle with positive `a`, `b` and nonzero coupling, the drift matrix has for each
`d > 0` a unique positive eigenvalue, which increases strictly with `d` from the limit `a` to
the limit `a + c ^ 2 / b`, while the slope of its eigenvectors goes from `0` to `-c / b`. -/
theorem frozen_to_equilibrated {a b c : ℝ} (ha : 0 < a) (hb : 0 < b) (hc : c ≠ 0) :
    (∀ d, 0 < d → ∀ l,
      (0 < l ∧ ∃ v : Fin 2 → ℝ, v ≠ 0 ∧ drift a b c d *ᵥ v = l • v) ↔ l = rate a b c d) ∧
    (∀ d, 0 < d → ∀ v : Fin 2 → ℝ,
      drift a b c d *ᵥ v = rate a b c d • v ↔ v 1 = slope a b c d * v 0) ∧
    StrictMonoOn (rate a b c) (Set.Ioi 0) ∧
    Tendsto (rate a b c) (𝓝[>] 0) (𝓝 a) ∧
    Tendsto (rate a b c) atTop (𝓝 (a + c ^ 2 / b)) ∧
    Tendsto (slope a b c) (𝓝[>] 0) (𝓝 0) ∧
    Tendsto (slope a b c) atTop (𝓝 (-c / b)) := by
  obtain ⟨h0, h1⟩ := rate_limits ha hb hc
  refine ⟨fun d hd l => pos_eigenvalue_iff c ha hb hd l,
    fun d hd v => unstable_direction_iff ha hb hc hd v,
    rate_strictMonoOn ha hb hc, h0, h1, ?_, ?_⟩
  · have h := ((tendsto_const_nhds (x := a)).sub h0).div_const c
    rw [sub_self, zero_div] at h
    exact h
  · have h := ((tendsto_const_nhds (x := a)).sub h1).div_const c
    have e : a - (a + c ^ 2 / b) = c * (-c / b) := by ring
    rw [e, mul_div_cancel_left₀ _ hc] at h
    exact h

end

end AnisotropicFriction
```

```lean
#print axioms AnisotropicFriction.rate_limits
-- 'AnisotropicFriction.rate_limits' depends on axioms: [propext, Classical.choice, Quot.sound]
#print axioms AnisotropicFriction.abs_slope_strictMonoOn
-- 'AnisotropicFriction.abs_slope_strictMonoOn' depends on axioms: [propext, Classical.choice, Quot.sound]
#print axioms AnisotropicFriction.hessian_complete_square
-- 'AnisotropicFriction.hessian_complete_square' depends on axioms: [propext, Classical.choice, Quot.sound]
#print axioms AnisotropicFriction.frozen_to_equilibrated
-- 'AnisotropicFriction.frozen_to_equilibrated' depends on axioms: [propext, Classical.choice, Quot.sound]
```

## From the components to the final theorem

`drift_mulVec_iff` turns the matrix equation into the two component equations. `rate_spec` proves that the closed form is positive and satisfies (1): `Real.sq_sqrt` removes the square root, and `linear_combination` does the remaining algebra.

In `pos_eigenvalue_iff`, `hv0` shows that $v_0\neq0$, `hq` is the elimination leading to (1), and `hf` is the factorised difference of two roots. The reverse direction supplies the eigenvector `![l + d * b, -(d * c)]`.

`rate_bounds` and `rate_strictMonoOn` argue by contradiction as above. Their `nlinarith` calls receive the products whose signs decide the matter; for monotonicity, one of these is $(\lambda_1-\lambda_2)(\lambda_1+\lambda_2-a)\ge0$.

In `rate_limits`, `fun_prop` proves continuity for the frozen limit. The equilibrated limit squeezes the rate between $L-L(L-a)/(bd)$ and $L$, with `h3` as the error bound.

`unstable_direction_iff` reads the slope from the first component equation. Conversely, it recovers the second equation from the slope and (1), after cancelling the nonzero `c`. `abs_slope_strictMonoOn` rewrites $|s|$ as $(\lambda-a)/|c|$, and `hessian_complete_square` verifies the completed square for any $b\ne0$. The final theorem collects the earlier results and obtains the two slope limits by subtracting the rate limits from `a` and dividing by `c`.
